# One-copy trace distance does not fix the ranking of state pairs at two copies

Take two copies of a qubit in the state $\mathrm{diag}(0.65, 0.35)$ and two copies of one in the state $\mathrm{diag}(0.35, 0.65)$. When each copy is measured in the basis in which the density matrices are written, the strings 00, 01, 10, 11 have these probabilities:

| State of each copy | 00 | 01 | 10 | 11 |
|---|---|---|---|---|
| $\mathrm{diag}(0.65, 0.35)$ | 0.4225 | 0.2275 | 0.2275 | 0.1225 |
| $\mathrm{diag}(0.35, 0.65)$ | 0.1225 | 0.2275 | 0.2275 | 0.4225 |
| $\mathrm{diag}(0.75, 0.25)$ | 0.5625 | 0.1875 | 0.1875 | 0.0625 |
| $\mathrm{diag}(1, 0)$ | 1 | 0 | 0 | 0 |

The trace distance of diagonal states is half the sum of the absolute differences between their rows. For the first two rows it is 0.3, the same as for one copy, because the mixed strings 01 and 10 are equally likely under both states. For the last two rows it is 0.4375, up from 0.25 for one copy, because any string that contains a 1 rules out the pure state. If the two states of a pair are equally likely beforehand, the first pair is therefore the easier to tell apart with one copy and the harder with two.

The reversed order holds for every number of copies $n \ge 2$:

$$D_n(0.65, 0.35) < D_n(0.75, 1),$$

where $D_n(p,q)$ is the trace distance between $n$ copies of $\mathrm{diag}(p,1-p)$ and $n$ copies of $\mathrm{diag}(q,1-q)$.

## Ranking candidate states by distance

A simulation code may sort pairs of states, or pairs of noise settings, by single-copy trace distance and then use the order to decide which pair is easier to tell apart in repeated preparations. These commuting qubit states show that the order can be wrong from the second copy on. If the figure of merit is the $n$-copy trace distance, the single-copy trace distances alone do not in general settle the order.

The values 0.3 and 0.4375 also serve as exact reference data for a routine that builds tensor powers and diagonalises the difference. Since all the matrices here are diagonal, they do not test how the routine treats off-diagonal elements.

## From string probabilities to the reversal

Write $\pi_p(0)=p$ and $\pi_p(1)=1-p$. The difference of two diagonal operators is diagonal, and its eigenvalues are the differences $a_i-b_i$ of the diagonal entries, so the trace distance is $\tfrac12\sum_i |a_i-b_i|$. For one copy this gives

$$D_1(p,q)=\tfrac12\bigl(|p-q|+|(1-p)-(1-q)|\bigr)=|p-q|.$$

The $n$-copy state has matrix elements $\prod_i \rho_{s_i t_i}$ between strings $s$ and $t$. If $\rho$ is diagonal and the strings differ somewhere, one factor vanishes. The tensor power is thus diagonal, with entries $P(s)=\prod_i \pi_p(s_i)$ that sum to $(p+1-p)^n=1$. Let $Q(s)$ be the same product for $q$. With $|a-b|=a+b-2\min(a,b)$,

$$D_n(p,q)=1-O_n(p,q),\qquad O_n(p,q)=\sum_s \min\bigl(P(s),Q(s)\bigr).$$

**Two copies of a swapped pair.** For $q=1-p$ the four differences are $p^2-(1-p)^2=2p-1$, then $0$, $0$ and $-(2p-1)$. Hence $D_2(p,1-p)=|2p-1|$, which equals $D_1(p,1-p)$.

**Comparison with the pure state.** For $q=1$, $Q(s)$ is 1 on the string of zeros and 0 on all others. Since $0\le P(s)\le 1$, the minimum equals $P(s)Q(s)$. Only the string of zeros contributes, so $O_n(p,1)=p^n$ and $D_n(p,1)=1-p^n$.

**All $n\ge 2$.** Let $O_n$ now stand for $O_n(0.65,0.35)$. Put two further letters in front of a string $s$, and let $m=\min(P(s),Q(s))$. The prefix 00 multiplies $P(s)$ by $169/400$ and $Q(s)$ by $49/400$, so the new minimum is at least $\tfrac{49}{400}m$. The prefix 11 gives the same bound with the factors exchanged. The prefixes 01 and 10 multiply both probabilities by $91/400$. Adding the four contributions and summing over $s$,

$$O_{n+2}\ge \frac{49+91+91+49}{400}\,O_n=\frac{7}{10}\,O_n.$$

From $O_0=1$ and $O_1=0.7$ it follows that $O_2\ge 0.7>(3/4)^2$ and $O_3\ge 0.49>(3/4)^3$. If $O_n>(3/4)^n$, then

$$O_{n+2}\ge \tfrac{7}{10}O_n>\tfrac{9}{16}\left(\tfrac34\right)^n=\left(\tfrac34\right)^{n+2}.$$

Induction in steps of two covers even and odd $n$. Subtracting both sides from 1 gives the stated inequality.

**The condition $n\ge2$ is needed.** At $n=1$ the distances are 0.3 and 0.25, in the opposite order. At $n=0$ both are zero, and the strict inequality fails.

## Lean source

```lean
import Mathlib

open Matrix
open scoped ComplexOrder

namespace ManyCopyRanking

noncomputable section

/-- Trace distance of two Hermitian operators: half the sum of the absolute values of the
eigenvalues of their difference, counted with multiplicity. -/
def traceDist {ι : Type*} [Fintype ι] [DecidableEq ι] (ρ σ : Matrix ι ι ℂ) : ℝ :=
  ((ρ - σ).charpoly.roots.map (fun z => ‖z‖)).sum / 2

/-- The state of `n` independent copies: the `n`-fold tensor power of `ρ`. -/
def copies {ι : Type*} (n : ℕ) (ρ : Matrix ι ι ℂ) : Matrix (Fin n → ι) (Fin n → ι) ℂ :=
  Matrix.of fun s t => ∏ i, ρ (s i) (t i)

/-- The two level populations `p` and `1 - p`. -/
def prob (p : ℝ) : Fin 2 → ℝ := ![p, 1 - p]

/-- The diagonal qubit state `diag(p, 1 - p)`. -/
def qubit (p : ℝ) : Matrix (Fin 2) (Fin 2) ℂ := Matrix.diagonal fun i => (prob p i : ℂ)

/-- The overlap of the outcome distributions of `n` copies: the sum over all strings of the
smaller of the two probabilities. -/
def overlap (p q : ℝ) (n : ℕ) : ℝ :=
  ∑ s : Fin n → Fin 2, min (∏ i, prob p (s i)) (∏ i, prob q (s i))

/-- For `0 ≤ p ≤ 1` the matrix `diag(p, 1 - p)` is a density operator: positive semidefinite
with unit trace. -/
theorem qubit_density {p : ℝ} (h0 : 0 ≤ p) (h1 : p ≤ 1) :
    (qubit p).PosSemidef ∧ (qubit p).trace = 1 := by
  have hp : ∀ i, 0 ≤ prob p i :=
    Fin.forall_fin_two.mpr ⟨h0, by change 0 ≤ 1 - p; linarith⟩
  refine ⟨Matrix.posSemidef_diagonal_iff.mpr fun i => Complex.zero_le_real.mpr (hp i), ?_⟩
  simp [qubit, prob]

/-- The trace distance of two real diagonal operators is half the sum of the absolute
differences of their diagonal entries. -/
theorem traceDist_diagonal {ι : Type*} [Fintype ι] [DecidableEq ι] (p q : ι → ℝ) :
    traceDist (Matrix.diagonal fun i => (p i : ℂ)) (Matrix.diagonal fun i => (q i : ℂ))
      = (∑ i, |p i - q i|) / 2 := by
  -- the eigenvalues of a diagonal matrix are its diagonal entries
  have hroots : ∀ d : ι → ℂ,
      (Matrix.diagonal d).charpoly.roots = Finset.univ.val.map d := by
    intro d
    have hm : (Matrix.diagonal d).charmatrix
        = Matrix.diagonal fun i => Polynomial.X - Polynomial.C (d i) := by
      apply Matrix.ext
      intro i j
      by_cases h : i = j
      · subst h
        simp
      · simp [h]
    have hc : (Matrix.diagonal d).charpoly
        = ((Finset.univ.val.map d).map fun a => Polynomial.X - Polynomial.C a).prod := by
      rw [Matrix.charpoly, hm, Matrix.det_diagonal, Multiset.map_map]
      rfl
    rw [hc, Polynomial.roots_multiset_prod_X_sub_C]
  unfold traceDist
  rw [Matrix.diagonal_sub, hroots, Multiset.map_map]
  change (∑ i, ‖(p i : ℂ) - (q i : ℂ)‖) / 2 = _
  simp only [← Complex.ofReal_sub, Complex.norm_real, Real.norm_eq_abs]

/-- The `n`-copy state of a diagonal qubit is diagonal, with the product probabilities of the
strings as entries. -/
theorem copies_qubit (n : ℕ) (p : ℝ) :
    copies n (qubit p)
      = Matrix.diagonal fun s : Fin n → Fin 2 => ((∏ i, prob p (s i) : ℝ) : ℂ) := by
  apply Matrix.ext
  intro s t
  by_cases h : s = t
  · subst h
    simp [copies, qubit]
  · obtain ⟨i, hi⟩ := Function.ne_iff.mp h
    rw [Matrix.diagonal_apply_ne _ h]
    change ∏ i, qubit p (s i) (t i) = 0
    exact Finset.prod_eq_zero (Finset.mem_univ i) (Matrix.diagonal_apply_ne _ hi)

/-- The `n`-copy trace distance of two diagonal qubits is one minus the overlap of their
outcome distributions. -/
theorem traceDist_copies (n : ℕ) (p q : ℝ) :
    traceDist (copies n (qubit p)) (copies n (qubit q)) = 1 - overlap p q n := by
  have habs : ∀ a b : ℝ, |a - b| = a + b - 2 * min a b := by
    intro a b
    rcases le_total a b with h | h
    · rw [abs_of_nonpos (by linarith), min_eq_left h]; ring
    · rw [abs_of_nonneg (by linarith), min_eq_right h]; ring
  have hs : ∀ r : ℝ, ∑ s : Fin n → Fin 2, ∏ i, prob r (s i) = 1 := by
    intro r
    rw [← Fintype.sum_pow, Fin.sum_univ_two]
    simp [prob]
  rw [copies_qubit, copies_qubit, traceDist_diagonal]
  simp only [habs, Finset.sum_sub_distrib, Finset.sum_add_distrib, ← Finset.mul_sum, hs]
  unfold overlap
  ring

/-- The single-copy trace distance of `diag(p, 1 - p)` and `diag(q, 1 - q)` is `|p - q|`. -/
theorem traceDist_qubit (p q : ℝ) : traceDist (qubit p) (qubit q) = |p - q| := by
  unfold qubit
  rw [traceDist_diagonal, Fin.sum_univ_two]
  have h : prob p 1 - prob q 1 = -(p - q) := by
    change (1 - p) - (1 - q) = -(p - q)
    ring
  rw [h, abs_neg]
  change (|p - q| + |p - q|) / 2 = _
  ring

/-- Two copies of a qubit with populations `p, 1 - p` and two copies of the qubit with swapped
populations have trace distance `|2p - 1|`. -/
theorem traceDist_two_swapped (p : ℝ) :
    traceDist (copies 2 (qubit p)) (copies 2 (qubit (1 - p))) = |2 * p - 1| := by
  have hsum : ∀ f : (Fin 2 → Fin 2) → ℝ,
      ∑ s, f s = f ![0, 0] + f ![0, 1] + (f ![1, 0] + f ![1, 1]) := by
    intro f
    rw [← (finTwoArrowEquiv (Fin 2)).symm.sum_comp, Fintype.sum_prod_type,
      Fin.sum_univ_two, Fin.sum_univ_two, Fin.sum_univ_two]
    rfl
  rw [copies_qubit, copies_qubit, traceDist_diagonal, hsum]
  simp only [Fin.prod_univ_two]
  change (|p * p - (1 - p) * (1 - p)| + |p * (1 - p) - (1 - p) * (1 - (1 - p))|
    + (|(1 - p) * p - (1 - (1 - p)) * (1 - p)|
    + |(1 - p) * (1 - p) - (1 - (1 - p)) * (1 - (1 - p))|)) / 2 = _
  -- the strings 01 and 10 are equally likely under both states
  rw [show p * p - (1 - p) * (1 - p) = 2 * p - 1 by ring,
    show p * (1 - p) - (1 - p) * (1 - (1 - p)) = 0 by ring,
    show (1 - p) * p - (1 - (1 - p)) * (1 - p) = 0 by ring,
    show (1 - p) * (1 - p) - (1 - (1 - p)) * (1 - (1 - p)) = -(2 * p - 1) by ring,
    abs_neg, abs_zero]
  ring

/-- For `0 ≤ p ≤ 1`, the trace distance between `n` copies of `diag(p, 1 - p)` and `n` copies of the
pure state `diag(1, 0)` is `1 - p ^ n`. -/
theorem traceDist_copies_pure {p : ℝ} (h0 : 0 ≤ p) (h1 : p ≤ 1) (n : ℕ) :
    traceDist (copies n (qubit p)) (copies n (qubit 1)) = 1 - p ^ n := by
  have hp : ∀ i, 0 ≤ prob p i ∧ prob p i ≤ 1 :=
    Fin.forall_fin_two.mpr ⟨⟨h0, h1⟩,
      ⟨by change 0 ≤ 1 - p; linarith, by change 1 - p ≤ 1; linarith⟩⟩
  -- the pure state gives each string probability 0 or 1, so the minimum is a product
  have key : ∀ s : Fin n → Fin 2, min (∏ i, prob p (s i)) (∏ i, prob 1 (s i))
      = ∏ i, (prob p (s i) * prob 1 (s i)) := by
    intro s
    rw [Finset.prod_mul_distrib]
    by_cases h : ∀ i, s i = 0
    · have hQ : ∏ i, prob 1 (s i) = 1 :=
        Finset.prod_eq_one fun i _ => by rw [h i]; simp [prob]
      rw [hQ, mul_one]
      exact min_eq_left (Finset.prod_le_one (fun i _ => (hp _).1) fun i _ => (hp _).2)
    · obtain ⟨i, hi⟩ := not_forall.mp h
      have hQ : ∏ i, prob 1 (s i) = 0 :=
        Finset.prod_eq_zero (Finset.mem_univ i) (by
          rw [Fin.eq_one_of_ne_zero _ hi]; simp [prob])
      rw [hQ, mul_zero]
      exact min_eq_right (Finset.prod_nonneg fun i _ => (hp _).1)
  rw [traceDist_copies, overlap, Finset.sum_congr rfl fun s _ => key s,
    ← Fintype.sum_pow (fun j => prob p j * prob 1 j) n, Fin.sum_univ_two]
  simp [prob]

/-- For populations 0.65, 0.35 and their swap, two further copies leave at least 7/10 of the
overlap. -/
theorem overlap_step (n : ℕ) :
    7 / 10 * overlap (13 / 20) (7 / 20) n ≤ overlap (13 / 20) (7 / 20) (n + 2) := by
  have hcons : ∀ (m : ℕ) (f : (Fin (m + 1) → Fin 2) → ℝ), ∑ s, f s
      = ∑ s : Fin m → Fin 2, (f (Matrix.vecCons 0 s) + f (Matrix.vecCons 1 s)) := by
    intro m f
    rw [← (Fin.consEquiv (fun _ : Fin (m + 1) => Fin 2)).sum_comp, Fintype.sum_prod_type,
      Fin.sum_univ_two, ← Finset.sum_add_distrib]
    rfl
  have a0 : prob (13 / 20) 0 = 13 / 20 := rfl
  have a1 : prob (13 / 20) 1 = 7 / 20 := by norm_num [prob]
  have b0 : prob (7 / 20) 0 = 7 / 20 := rfl
  have b1 : prob (7 / 20) 1 = 13 / 20 := by norm_num [prob]
  have ha : ∀ i, 0 ≤ prob (13 / 20) i :=
    Fin.forall_fin_two.mpr ⟨by rw [a0]; norm_num, by rw [a1]; norm_num⟩
  have hb : ∀ i, 0 ≤ prob (7 / 20) i :=
    Fin.forall_fin_two.mpr ⟨by rw [b0]; norm_num, by rw [b1]; norm_num⟩
  unfold overlap
  rw [hcons (n + 1), hcons n, Finset.mul_sum]
  apply Finset.sum_le_sum
  intro s _
  simp only [Fin.prod_univ_succ, Matrix.cons_val_zero, Matrix.cons_val_succ, a0, a1, b0, b1]
  have hP : 0 ≤ ∏ i, prob (13 / 20) (s i) := Finset.prod_nonneg fun i _ => ha _
  have hQ : 0 ≤ ∏ i, prob (7 / 20) (s i) := Finset.prod_nonneg fun i _ => hb _
  generalize (∏ i, prob (13 / 20) (s i)) = P at *
  generalize (∏ i, prob (7 / 20) (s i)) = Q at *
  have hl := min_le_left P Q
  have hr := min_le_right P Q
  -- bound the contributions of the four two-letter prefixes
  have t1 : 49 / 400 * min P Q ≤ min (13 / 20 * (13 / 20 * P)) (7 / 20 * (7 / 20 * Q)) :=
    le_min (by linarith) (by linarith)
  have t2 : 91 / 400 * min P Q ≤ min (7 / 20 * (13 / 20 * P)) (13 / 20 * (7 / 20 * Q)) :=
    le_min (by linarith) (by linarith)
  have t3 : 91 / 400 * min P Q ≤ min (13 / 20 * (7 / 20 * P)) (7 / 20 * (13 / 20 * Q)) :=
    le_min (by linarith) (by linarith)
  have t4 : 49 / 400 * min P Q ≤ min (7 / 20 * (7 / 20 * P)) (13 / 20 * (13 / 20 * Q)) :=
    le_min (by linarith) (by linarith)
  linarith

/-- The trace distances of the pairs diag(0.65, 0.35), diag(0.35, 0.65) and diag(0.75, 0.25),
diag(1, 0) are 0.3 and 0.25 for one copy, and 0.3 and 0.4375 for two copies. -/
theorem ranking_reverses :
    traceDist (qubit (13 / 20)) (qubit (7 / 20)) = 0.3 ∧
    traceDist (qubit (3 / 4)) (qubit 1) = 0.25 ∧
    traceDist (copies 2 (qubit (13 / 20))) (copies 2 (qubit (7 / 20))) = 0.3 ∧
    traceDist (copies 2 (qubit (3 / 4))) (copies 2 (qubit 1)) = 0.4375 := by
  refine ⟨?_, ?_, ?_, ?_⟩
  · rw [traceDist_qubit, abs_of_nonneg] <;> norm_num
  · rw [traceDist_qubit, abs_of_nonpos] <;> norm_num
  · rw [show (7 / 20 : ℝ) = 1 - 13 / 20 by norm_num, traceDist_two_swapped,
      abs_of_nonneg] <;> norm_num
  · rw [traceDist_copies_pure (by norm_num) (by norm_num)]
    norm_num

/-- For every number of copies `n ≥ 2`, the pair diag(0.65, 0.35), diag(0.35, 0.65) has a
smaller trace distance than the pair diag(0.75, 0.25), diag(1, 0). -/
theorem reversal_persists {n : ℕ} (hn : 2 ≤ n) :
    traceDist (copies n (qubit (13 / 20))) (copies n (qubit (7 / 20)))
      < traceDist (copies n (qubit (3 / 4))) (copies n (qubit 1)) := by
  have h0 : overlap (13 / 20) (7 / 20) 0 = 1 := by simp [overlap]
  have h1 : overlap (13 / 20) (7 / 20) 1 = 7 / 10 := by
    rw [overlap, ← (Equiv.funUnique (Fin 1) (Fin 2)).symm.sum_comp, Fin.sum_univ_two]
    norm_num [prob, min_def]
  -- induction in steps of two copies, carrying two consecutive cases
  have key : ∀ m : ℕ, (3 / 4 : ℝ) ^ (m + 2) < overlap (13 / 20) (7 / 20) (m + 2) ∧
      (3 / 4 : ℝ) ^ (m + 3) < overlap (13 / 20) (7 / 20) (m + 3) := by
    intro m
    induction m with
    | zero =>
      have s0 := overlap_step 0
      have s1 := overlap_step 1
      rw [h0] at s0
      rw [h1] at s1
      exact ⟨lt_of_lt_of_le (by norm_num) s0, lt_of_lt_of_le (by norm_num) s1⟩
    | succ m ih =>
      refine ⟨ih.2, ?_⟩
      have hs := overlap_step (m + 2)
      have hpos : (0 : ℝ) < (3 / 4) ^ (m + 2) := by positivity
      have he : (3 / 4 : ℝ) ^ (m + 2 + 2) = 9 / 16 * (3 / 4) ^ (m + 2) := by ring
      change (3 / 4 : ℝ) ^ (m + 2 + 2) < overlap (13 / 20) (7 / 20) (m + 2 + 2)
      rw [he]
      linarith [ih.1]
  obtain ⟨m, rfl⟩ := Nat.exists_eq_add_of_le' hn
  rw [traceDist_copies, traceDist_copies_pure (by norm_num) (by norm_num)]
  linarith [(key m).1]

end

end ManyCopyRanking
```

```lean
#print axioms ManyCopyRanking.qubit_density
#print axioms ManyCopyRanking.ranking_reverses
#print axioms ManyCopyRanking.reversal_persists
```

```
'ManyCopyRanking.qubit_density' depends on axioms: [propext, Classical.choice, Quot.sound]
'ManyCopyRanking.ranking_reverses' depends on axioms: [propext, Classical.choice, Quot.sound]
'ManyCopyRanking.reversal_persists' depends on axioms: [propext, Classical.choice, Quot.sound]
```

## Exact statements for diagonal qubits

`ranking_reverses` states the four distances as equalities of real numbers, with 0.65, 0.35 and 0.75 entered as `13 / 20`, `7 / 20` and `3 / 4`. `reversal_persists` states the strict inequality for every natural number `n` with `2 ≤ n`. Neither theorem says anything about rounding errors in a numerical eigenvalue routine.

The objects correspond to the physics as follows:

- `qubit p` is the matrix $\mathrm{diag}(p,1-p)$. The definition accepts any real `p`; `qubit_density` shows that it is a density operator when $0\le p\le1$, which includes all the states compared here.
- `copies n ρ` is the $n$-fold tensor power. Its rows and columns are labelled by strings `Fin n → Fin 2`, so no ordering of a Kronecker product has to be chosen.
- `traceDist` is half the sum of the absolute values of the roots of the characteristic polynomial of the difference, with multiplicity. For Hermitian operators this is the usual trace distance. For a non-Hermitian difference it need not be half the trace norm, so the definition should not be carried over to such matrices.
- `overlap p q n` is $O_n(p,q)$.

The result is a counter-example built from commuting states and independent, identical copies. It gives no criterion for when a ranking reverses, and it does not treat non-commuting states, correlated preparations or asymptotic error rates.

## How the lemmas follow the derivation

`traceDist_diagonal` factorises the characteristic polynomial of a diagonal matrix into linear terms and reads off the roots. `copies_qubit` finds a position where two different strings disagree and uses the zero factor there. In `traceDist_copies`, `habs` is the identity for $|a-b|$ and `hs` is the normalisation of the string probabilities.

`traceDist_qubit` is the one-copy formula. `traceDist_two_swapped` lists the four strings through `hsum` and simplifies each difference. In `traceDist_copies_pure`, `key` replaces the minimum by a product, after which the sum over strings becomes an $n$-th power.

`overlap_step` uses `hcons` twice to split off the first two letters. The bounds `t1` to `t4` belong to the four prefixes, and `linarith` adds them. `reversal_persists` computes $O_0$ and $O_1$, then runs an induction whose hypothesis holds the cases `m + 2` and `m + 3` together, which is how the step of two copies fits ordinary induction on `m`.
